# Fixed point charges with a background \(c\lVert r\rVert^2\) form no harmonic trap for a positive charge when \(c\le 0\)

**Q:** Which potential is this about, and in which units?

**A:** Finitely many charges \(q_j\) are held fixed at sites \(R_j\) in three-dimensional Euclidean space. A unit positive test charge at \(r\) has the energy

\[
V(r)=\sum_j \frac{q_j}{\lVert r-R_j\rVert}+c\,\lVert r\rVert^2 .
\]

The Coulomb constant is 1, as in Gaussian or atomic units.

```lean
import Mathlib

open Matrix Filter Topology
open scoped InnerProductSpace

namespace EarnshawBackground

noncomputable section

/-- Three-dimensional Euclidean space. -/
abbrev Space := EuclideanSpace ℝ (Fin 3)

/-- The potential of point charges `q j` at `R j` plus a quadratic background `c ‖r‖²`,
for `r` different from all `R j`. -/
def potential {ι : Type*} [Fintype ι] (q : ι → ℝ) (R : ι → Space) (c : ℝ) (r : Space) : ℝ :=
  ∑ j, q j / ‖r - R j‖ + c * ‖r‖ ^ 2
```

**Q:** The number \(c\) looks put in by hand.

**A:** It is, and it stands for a uniform background charge that fills a ball centred at the origin, with \(r\) inside the ball and a constant in the energy left out. Poisson's equation \(\nabla^2V=-4\pi\rho\) turns a constant density \(\rho\) into \(c=-2\pi\rho/3\), so \(c>0\) means a negative background, which attracts the positive test charge. Point charges without a background are the case \(c=0\). For an ion of charge \(Z\) the energy is \(ZV\), and the sign that matters is that of \(Zc\).

**Q:** And the Hessian? If you postulate the dipole tensor, you've assumed most of the answer.

**A:** It is defined by differentiating \(V\) twice. In `hessian`, the inner `lineDeriv` is the derivative along axis \(j\), the outer one along axis \(i\). Lean numbers the axes 0, 1, 2. The last definition places two sites at \(\pm a\) on axis 2, for an example in which trapping does occur.

```lean
/-- The matrix of second partial derivatives of `f` at `r`. -/
def hessian (f : Space → ℝ) (r : Space) : Matrix (Fin 3) (Fin 3) ℝ :=
  Matrix.of fun i j => lineDeriv ℝ
    (fun x => lineDeriv ℝ f x (EuclideanSpace.single j 1)) r (EuclideanSpace.single i 1)

/-- Two sites on the third axis, at coordinates `a` and `-a`. -/
def axialPair (a : ℝ) : Fin 2 → Space :=
  ![EuclideanSpace.single 2 a, -EuclideanSpace.single 2 a]
```

**Q:** Then do the derivatives by hand first.

**A:** Take one charge and write \(u=r-R_j\ne0\). Along a line with direction \(v\), the squared length \(\lVert u+tv\rVert^2\) changes at the rate \(2\langle u,v\rangle\) at \(t=0\). Taking the square root, the length changes at the rate \(\langle u,v\rangle/\lVert u\rVert\). The slope of \(V\) is therefore

\[
\partial_vV(r)=-\sum_j q_j\frac{\langle r-R_j,v\rangle}{\lVert r-R_j\rVert^3}+2c\langle r,v\rangle .
\]

The next three lemmas are these three statements. The third gets the Coulomb part from the quotient rule, and `field_simp` collects the powers of the distance.

```lean
/-- At the point `u`, the squared distance from the origin changes along the line with direction `v`
at the rate `2⟨u, v⟩`. -/
theorem hasDerivAt_norm_sq_line (u v : Space) :
    HasDerivAt (fun t : ℝ => ‖u + t • v‖ ^ 2) (2 * ⟪u, v⟫_ℝ) 0 := by
  have h := ((hasDerivAt_id' (0 : ℝ)).smul_const v).const_add u
  rw [one_smul] at h
  have h2 := h.norm_sq
  simpa only [zero_smul, add_zero] using h2

/-- At a point `u` other than the origin, the distance from the origin changes along the line with
direction `v` at the rate `⟨u, v⟩ / ‖u‖`. -/
theorem hasDerivAt_norm_line {u : Space} (hu : u ≠ 0) (v : Space) :
    HasDerivAt (fun t : ℝ => ‖u + t • v‖) (⟪u, v⟫_ℝ / ‖u‖) 0 := by
  have h := (hasDerivAt_norm_sq_line u v).sqrt (by simpa using hu)
  simp only [zero_smul, add_zero, Real.sqrt_sq_eq_abs, abs_norm] at h
  exact h.congr_deriv (mul_div_mul_left _ _ two_ne_zero)

variable {ι : Type*} [Fintype ι] (q : ι → ℝ) (R : ι → Space) (c : ℝ)

/-- Away from the charges, the slope of the potential in direction `v` is the sum of the
inverse-square Coulomb terms and the linear background term. -/
theorem hasLineDerivAt_potential {r : Space} (hr : ∀ j, r ≠ R j) (v : Space) :
    HasLineDerivAt ℝ (potential q R c)
      (∑ j, -q j * (⟪r - R j, v⟫_ℝ / ‖r - R j‖ ^ 3) + c * (2 * ⟪r, v⟫_ℝ)) r v := by
  have hC : ∀ j, HasDerivAt (fun t : ℝ => q j / ‖r + t • v - R j‖)
      (-q j * (⟪r - R j, v⟫_ℝ / ‖r - R j‖ ^ 3)) 0 := by
    intro j
    have hu : r - R j ≠ 0 := sub_ne_zero.2 (hr j)
    have hn : ‖r - R j‖ ≠ 0 := norm_ne_zero_iff.2 hu
    simp only [add_sub_right_comm]
    refine ((hasDerivAt_const (0 : ℝ) (q j)).fun_div (hasDerivAt_norm_line hu v)
      (by simpa using hu)).congr_deriv ?_
    simp only [zero_smul, add_zero, zero_mul, zero_sub]
    field_simp
  exact (HasDerivAt.fun_sum fun j _ => hC j).fun_add
    ((hasDerivAt_norm_sq_line r v).const_mul c)
```

**Q:** What does the hypothesis `hr` do?

**A:** It says that \(r\) is none of the sites. At a site, Lean's division by zero would give the singular term the value 0, which means nothing physically.

**Q:** Now the second derivative.

**A:** Differentiate the slope along \(w\). For each charge, the quotient rule gives

\[
q_j\left(\frac{3\langle u,w\rangle\langle u,v\rangle}{\lVert u\rVert^5}-\frac{\langle w,v\rangle}{\lVert u\rVert^3}\right),
\]

and the background gives \(2c\langle w,v\rangle\).

```lean
/-- Away from the charges, the second derivative of the potential in directions `v` and `w`
is a sum of Coulomb tensors plus `2c⟨w, v⟩`. -/
theorem hasLineDerivAt_slope {r : Space} (hr : ∀ j, r ≠ R j) (v w : Space) :
    HasLineDerivAt ℝ (fun x => lineDeriv ℝ (potential q R c) x v)
      (∑ j, q j * (3 * ⟪r - R j, w⟫_ℝ * ⟪r - R j, v⟫_ℝ / ‖r - R j‖ ^ 5
        - ⟪w, v⟫_ℝ / ‖r - R j‖ ^ 3) + c * (2 * ⟪w, v⟫_ℝ)) r w := by
  have hi : ∀ u : Space, HasDerivAt (fun t : ℝ => ⟪u + t • w, v⟫_ℝ) ⟪w, v⟫_ℝ 0 := by
    intro u
    have h := ((hasDerivAt_id' (0 : ℝ)).mul_const ⟪w, v⟫_ℝ).const_add ⟪u, v⟫_ℝ
    rw [one_mul] at h
    simp only [inner_add_left, real_inner_smul_left]
    exact h
  have hC : ∀ j, HasDerivAt
      (fun t : ℝ => -q j * (⟪r + t • w - R j, v⟫_ℝ / ‖r + t • w - R j‖ ^ 3))
      (q j * (3 * ⟪r - R j, w⟫_ℝ * ⟪r - R j, v⟫_ℝ / ‖r - R j‖ ^ 5
        - ⟪w, v⟫_ℝ / ‖r - R j‖ ^ 3)) 0 := by
    intro j
    have hu : r - R j ≠ 0 := sub_ne_zero.2 (hr j)
    have hn : ‖r - R j‖ ≠ 0 := norm_ne_zero_iff.2 hu
    simp only [add_sub_right_comm]
    have h3 : HasDerivAt (fun t : ℝ => ‖r - R j + t • w‖ ^ 3)
        (3 * ‖r - R j‖ ^ 2 * (⟪r - R j, w⟫_ℝ / ‖r - R j‖)) 0 :=
      ((hasDerivAt_norm_line hu w).fun_pow 3).congr_deriv (by simp)
    refine (((hi (r - R j)).fun_div h3 (by simpa using hu)).const_mul (-q j)).congr_deriv ?_
    simp only [zero_smul, add_zero]
    field_simp
    ring
  -- points close to `r` also avoid the charges, so the slope formula holds around `r`
  have hev : ∀ᶠ t : ℝ in 𝓝 0, ∀ j, r + t • w ≠ R j := by
    refine eventually_all.2 fun j => ?_
    have hc : ContinuousAt (fun t : ℝ => r + t • w) 0 := by fun_prop
    exact hc.eventually_ne (by simpa using hr j)
  have hsum := (HasDerivAt.fun_sum (u := Finset.univ) fun j _ => hC j).fun_add
    (((hi r).const_mul 2).const_mul c)
  exact hsum.congr_of_eventuallyEq
    (hev.mono fun t ht => (hasLineDerivAt_potential q R c ht v).lineDeriv)
```

**Q:** You knew the slope at \(r\). To differentiate it you need it near \(r\) as well.

**A:** That is the one delicate point, and Mathlib handles it with a filter. The statement `∀ᶠ t : ℝ in 𝓝 0` means "for all \(t\) in some neighbourhood of 0". For each site, continuity of \(r+tw\) provides a neighbourhood in which the line misses that site, and `eventually_all` combines these finitely many neighbourhoods into one. There the slope formula holds at every point of the line. `congr_of_eventuallyEq` then transfers the derivative: if two functions of \(t\) agree near 0 and one has a given derivative at 0, so has the other. Here one function is the explicit formula and the other is the true slope of \(V\). Agreement at \(t=0\) alone would not be enough.

**Q:** And in coordinates?

**A:** Put the axis vectors in for \(v\) and \(w\). Since \(i,j\) now label axes, the charges are numbered by \(k\). With \(u=r-R_k\),

\[
H_{ij}=\sum_k q_k\left(\frac{3u_iu_j}{\lVert u\rVert^5}-\frac{\delta_{ij}}{\lVert u\rVert^3}\right)+2c\,\delta_{ij}.
\]

In Lean, \(\delta_{ij}\) is an entry of the identity matrix.

```lean
/-- Away from the charges, the Hessian is a sum of Coulomb tensors plus `2c` times the
identity matrix. -/
theorem hessian_apply {r : Space} (hr : ∀ j, r ≠ R j) (i j : Fin 3) :
    hessian (potential q R c) r i j =
      ∑ k, q k * (3 * (r - R k) i * (r - R k) j / ‖r - R k‖ ^ 5
        - (1 : Matrix (Fin 3) (Fin 3) ℝ) i j / ‖r - R k‖ ^ 3)
      + c * (2 * (1 : Matrix (Fin 3) (Fin 3) ℝ) i j) := by
  have hd : ∀ (x : Space) (l : Fin 3), ⟪x, EuclideanSpace.single l (1 : ℝ)⟫_ℝ = x l := by
    intro x l
    simp [EuclideanSpace.inner_single_right]
  have hδ : (EuclideanSpace.single i (1 : ℝ) : Space) j
      = (1 : Matrix (Fin 3) (Fin 3) ℝ) i j := by
    fin_cases i <;> fin_cases j <;> simp
  unfold hessian
  rw [Matrix.of_apply, (hasLineDerivAt_slope q R c hr _ _).lineDeriv]
  simp only [hd, hδ]
```

On the diagonal, the Coulomb terms of each charge add up to \(q_k(3\lVert u\rVert^2/\lVert u\rVert^5-3/\lVert u\rVert^3)=0\). The background contributes \(2c\) three times, so \(\operatorname{tr}H=6c\). In the proof, `hz` is the cancellation for one charge, and `hs` inside it writes the squared distance as a sum of three squares.

```lean
/-- Away from the charges, the Hessian of the potential has trace `6c`. -/
theorem trace_hessian {r : Space} (hr : ∀ j, r ≠ R j) :
    (hessian (potential q R c) r).trace = 6 * c := by
  simp only [Matrix.trace_fin_three, hessian_apply q R c hr, Matrix.one_apply_eq]
  -- the three diagonal Coulomb terms of each charge cancel
  have hz : ∀ k, q k * (3 * (r - R k) 0 * (r - R k) 0 / ‖r - R k‖ ^ 5 - 1 / ‖r - R k‖ ^ 3)
      + q k * (3 * (r - R k) 1 * (r - R k) 1 / ‖r - R k‖ ^ 5 - 1 / ‖r - R k‖ ^ 3)
      + q k * (3 * (r - R k) 2 * (r - R k) 2 / ‖r - R k‖ ^ 5 - 1 / ‖r - R k‖ ^ 3) = 0 := by
    intro k
    have hn : ‖r - R k‖ ≠ 0 := norm_ne_zero_iff.2 (sub_ne_zero.2 (hr k))
    have hs : ‖r - R k‖ ^ 2 = (r - R k) 0 ^ 2 + (r - R k) 1 ^ 2 + (r - R k) 2 ^ 2 := by
      rw [EuclideanSpace.norm_sq_eq, Fin.sum_univ_three]
      simp only [Real.norm_eq_abs, sq_abs]
    generalize ‖r - R k‖ = n at hn hs ⊢
    have h1 : 1 / n ^ 3 = n ^ 2 / n ^ 5 := by field_simp
    rw [h1, hs]
    ring
  have hs := Finset.sum_eq_zero fun k (_ : k ∈ Finset.univ) => hz k
  rw [Finset.sum_add_distrib, Finset.sum_add_distrib] at hs
  linarith
```

**Q:** A trace is one number. How does it limit the stiffness in every direction?

**A:** It limits the weakest direction. Suppose \(x^{\mathsf T}Hx\ge m\,x^{\mathsf T}x\) for all \(x\), so that the curvature along every unit vector is at least \(m\). Testing the three axes gives \(m\le H_{ii}\). Adding these gives \(3m\le6c\), hence \(m\le2c\). `Pi.single i 1` is the axis vector in the proof.

```lean
/-- If, at a point away from the charges, the curvature of the potential is at least `m` in
every direction, then `m ≤ 2c`. -/
theorem stiffness_le {r : Space} (hr : ∀ j, r ≠ R j) {m : ℝ}
    (hm : ∀ x : Fin 3 → ℝ, m * (x ⬝ᵥ x) ≤ x ⬝ᵥ hessian (potential q R c) r *ᵥ x) :
    m ≤ 2 * c := by
  have hd : ∀ i, m ≤ hessian (potential q R c) r i i := fun i => by
    simpa using hm (Pi.single i 1)
  have ht := trace_hessian q R c hr
  rw [Matrix.trace_fin_three] at ht
  linarith [hd 0, hd 1, hd 2]
```

The result for \(c\le0\) follows in the same way. A positive definite matrix has positive diagonal entries, so its trace is positive, which contradicts \(6c\le0\).

```lean
/-- For `c ≤ 0` the Hessian of the potential is positive definite at no point away from the charges.
-/
theorem not_posDef_hessian (hc : c ≤ 0) {r : Space} (hr : ∀ j, r ≠ R j) :
    ¬ (hessian (potential q R c) r).PosDef := by
  intro h
  have ht := trace_hessian q R c hr
  rw [Matrix.trace_fin_three] at ht
  linarith [h.diag_pos (i := 0), h.diag_pos (i := 1), h.diag_pos (i := 2)]
```

**Q:** Mathlib's `PosDef` also demands a symmetric matrix. Perhaps your negation is true only because symmetry fails.

**A:** The formula in `hessian_apply` is unchanged when \(i\) and \(j\) are swapped, so \(H\) is symmetric. What fails is positivity of the quadratic form.

**Q:** Is this Earnshaw's theorem, then?

**A:** For \(c=0\) it is the harmonic part of it. Earnshaw's theorem excludes every stable equilibrium in a charge-free region, including a minimum whose quadratic terms vanish and which is held by higher orders. `not_posDef_hessian` excludes a positive definite Hessian, and it does so at every point away from the charges, whether or not the force vanishes there.

**Q:** For \(c>0\), a parabola without charges traps trivially. Does it still work next to real charges?

**A:** Put two equal charges \(Q\) at \(\pm a\) on axis 2, with \(a>0\), and look at the origin. The two Coulomb forces cancel and the background force is zero. Both distances are \(a\), and the Hessian is diagonal with entries

\[
2\left(c-\frac{Q}{a^3}\right),\quad 2\left(c-\frac{Q}{a^3}\right),\quad 2\left(c+\frac{2Q}{a^3}\right).
\]

All three are positive exactly when \(Q<ca^3\) and \(-ca^3<2Q\). Positive charges weaken the trap across the axis, negative ones along it.

```lean
/-- Midway between two equal charges `Q` at distance `a > 0` from the centre, the slope of the
potential vanishes in every direction, and the Hessian is positive definite exactly when
`Q < c a³` and `-c a³ < 2Q`. -/
theorem axialPair_trap (Q : ℝ) {a : ℝ} (ha : 0 < a) :
    (∀ v, HasLineDerivAt ℝ (potential (fun _ => Q) (axialPair a) c) 0 0 v) ∧
    ((hessian (potential (fun _ => Q) (axialPair a) c) 0).PosDef ↔
      Q < c * a ^ 3 ∧ -(c * a ^ 3) < 2 * Q) := by
  have hn : ∀ k, ‖(0 : Space) - axialPair a k‖ = a :=
    Fin.forall_fin_two.2 ⟨by simp [axialPair, abs_of_pos ha], by simp [axialPair, abs_of_pos ha]⟩
  have h0 : ∀ k, (0 : Space) ≠ axialPair a k := by
    intro k hk
    have h := hn k
    rw [← hk, sub_zero, norm_zero] at h
    exact ha.ne h
  have ha3 : 0 < a ^ 3 := by positivity
  constructor
  · intro v
    convert hasLineDerivAt_potential (fun _ => Q) (axialPair a) c h0 v using 1
    simp only [Fin.sum_univ_two, hn]
    simp [axialPair, neg_div]
  · -- by symmetry the Hessian is diagonal
    have hD : hessian (potential (fun _ => Q) (axialPair a) c) 0 = Matrix.diagonal
        ![2 * (c - Q / a ^ 3), 2 * (c - Q / a ^ 3), 2 * (c + 2 * Q / a ^ 3)] := by
      ext i j
      rw [hessian_apply _ _ _ h0]
      simp only [Fin.sum_univ_two, hn]
      fin_cases i <;> fin_cases j <;> simp [axialPair] <;> field_simp <;> ring
    have h1 : 0 < 2 * (c - Q / a ^ 3) ↔ Q < c * a ^ 3 := by
      rw [← div_lt_iff₀ ha3]
      constructor <;> intro h <;> linarith
    have h2 : 0 < 2 * (c + 2 * Q / a ^ 3) ↔ -(c * a ^ 3) < 2 * Q := by
      rw [← neg_mul, ← lt_div_iff₀ ha3]
      constructor <;> intro h <;> linarith
    rw [hD, Matrix.posDef_diagonal_iff]
    constructor
    · intro h
      exact ⟨h1.1 (h 0), h2.1 (h 2)⟩
    · rintro ⟨x, y⟩ i
      fin_cases i
      exacts [h1.2 x, h1.2 x, h2.2 y]
```

The first part of the theorem says that the slope is zero in every direction \(v\). In the second part, `hD` establishes the diagonal form, and `h1` and `h2` translate the signs of its entries into the two inequalities.

**Q:** For a large \(Q\) that could still fail at every spacing.

**A:** Not if \(c>0\). Choose \(a=1+2|Q|/c\). Since \(a\ge1\), we have \(ca^3\ge ca=c+2|Q|\), and this satisfies both inequalities. Conversely, doubling the first inequality and combining it with the second gives \(-ca^3<2ca^3\), so \(ca^3>0\) and \(c>0\).

```lean
/-- For any `Q`, there is an `a > 0` such that two charges `Q` at `a` and `-a` on the third axis
give a positive definite Hessian at the origin, if and only if `c > 0`. -/
theorem exists_trap_iff (Q : ℝ) :
    (∃ a > 0, (hessian (potential (fun _ => Q) (axialPair a) c) 0).PosDef) ↔ 0 < c := by
  constructor
  · rintro ⟨a, ha, h⟩
    obtain ⟨h1, h2⟩ := (axialPair_trap c Q ha).2.1 h
    have h3 : 0 < c * a ^ 3 := by linarith
    exact pos_of_mul_pos_left h3 (by positivity)
  · intro hc
    -- a wide spacing makes the background dominate
    have hb : 0 ≤ 2 * |Q| / c := by positivity
    have ha : 0 < 1 + 2 * |Q| / c := by linarith
    refine ⟨1 + 2 * |Q| / c, ha, (axialPair_trap c Q ha).2.2 ?_⟩
    have h1 : 1 + 2 * |Q| / c ≤ (1 + 2 * |Q| / c) ^ 3 :=
      le_self_pow₀ (by linarith) (by norm_num)
    have h2 : c * (1 + 2 * |Q| / c) = c + 2 * |Q| := by field_simp
    have h3 := mul_le_mul_of_nonneg_left h1 hc.le
    rw [h2] at h3
    constructor <;> linarith [le_abs_self Q, neg_abs_le Q, abs_nonneg Q]

end

end EarnshawBackground
```

```lean
#print axioms EarnshawBackground.stiffness_le
#print axioms EarnshawBackground.not_posDef_hessian
#print axioms EarnshawBackground.axialPair_trap
#print axioms EarnshawBackground.exists_trap_iff
```

```
'EarnshawBackground.stiffness_le' depends on axioms: [propext, Classical.choice, Quot.sound]
'EarnshawBackground.not_posDef_hessian' depends on axioms: [propext, Classical.choice, Quot.sound]
'EarnshawBackground.axialPair_trap' depends on axioms: [propext, Classical.choice, Quot.sound]
'EarnshawBackground.exists_trap_iff' depends on axioms: [propext, Classical.choice, Quot.sound]
```

**Q:** Where would I meet this in a plane-wave calculation?

**A:** In the ion–ion Ewald energy, although that sum is periodic while the theorems concern finitely many fixed charges. Omitting the \(G=0\) term amounts to adding a uniform neutralising background. Let the cell have volume \(\Omega\) and contain point ions of charge \(Z_i\) at distinct sites. Displace ion \(i\) together with its periodic images. Poisson's equation with periodic boundary conditions, an argument separate from the Lean file, gives the trace of the \(3\times3\) block of second derivatives of the energy per cell:

\[
\frac{4\pi}{\Omega}\,Z_i\sum_{j\ne i}Z_j .
\]

This plays the part of \(6Z_ic\). In a plane-wave calculation the \(Z_i\) are the positive charges of the nuclei or pseudopotential cores, so this trace is not negative, and the electrons contribute further terms to the force constants. The sign is different in a classical model whose point ions are neutral overall: there the trace equals \(-4\pi Z_i^2/\Omega\). For rock salt modelled by ions of charge \(\pm Z\), cubic symmetry makes the block isotropic, and each diagonal entry is \(-4\pi Z^2/(3\Omega)\), with \(\Omega\) the primitive-cell volume. The electrostatic energy alone then pushes the displaced ion and its images further away from their sites. In such a classical model, an added short-range repulsion, left out here, can supply the restoring force.
